# For identical local baths, a polariton with molecular weight s/N on each of N sites has rate factor s/N with every state of any dark basis

One way to compute bath-induced relaxation of molecular polaritons is to diagonalise the Hamiltonian of \(N\) molecules and one cavity mode in the single-excitation space, then loop over pairs of eigenstates and assign each pair a transfer rate. If the molecules have equal energies and equal couplings to the mode, \(N-1\) of the eigenstates are dark: they have no photon part and share one energy. The eigensolver may return any orthonormal basis of that degenerate space, and the basis can change with the library or with rounding. The loop nevertheless uses the individual vectors.

If each molecule has its own bath, coupled to its excited-state population, and the baths are identical and uncorrelated, the vectors enter the transfer rate, in second-order perturbation theory, through the rate factor

\[
R(a,b)=\sum_{i=1}^{N}|a_i|^2|b_i|^2 ,
\]

where \(a_i\) and \(b_i\) are the amplitudes of the two states on molecule \(i\). When the polariton has the same weight on every molecule, its rate factors with the dark states are the same for every choice of dark basis.

## Site weights and rate factors for N molecules

Let \(d_1,\dots,d_{N-1}\) be orthonormal vectors in \(\mathbb{C}^N\), each with \(\sum_i d_{k,i}=0\), where \(d_{k,i}\) is the amplitude of dark state \(k\) on molecule \(i\). Then, on every molecule,

\[
\sum_{k=1}^{N-1}|d_{k,i}|^2 = 1-\frac1N .
\]

For any molecular amplitudes \(a\),

\[
\sum_{k=1}^{N-1}R(d_k,a)=\Big(\sum_{i=1}^{N}|a_i|^2\Big)\Big(1-\frac1N\Big).
\]

If \(|a_i|^2=s/N\) on every molecule, where \(s\) is the total molecular weight of the polariton, then

\[
R(d_k,a)=\frac sN\ \text{ for each }k,\qquad \sum_{k=1}^{N-1}R(d_k,a)=s\Big(1-\frac1N\Big).
\]

There is also a converse. For \(N\ge 3\), if every normalised vector with zero amplitude sum has the same rate factor \(r\) with \(a\), then \(|a_i|^2=r\) on every molecule.

## Degenerate eigenvectors and a lumped dark manifold

In the equal-coupling, single-mode model, a relaxation code can rely on these identities in two places.

The first is the loop over eigenstates. The rates between a polariton and the individual dark states do not depend on how the eigensolver resolved the degeneracy. To check an implementation, one can mix the dark vectors with a random unitary matrix and recompute the rate factors, which should all stay at \(s/N\) up to rounding.

The second is the replacement of the dark states by a single reservoir. The factor for transfer from the polariton into the whole dark manifold is \(s(1-1/N)\), which tends to \(s\) for large \(N\) at fixed \(s\). Since \(R\) is symmetric, the factor for return from one dark state is \(s/N\). For \(N\ge3\) and \(s>0\) the two factors differ, so a lumped model needs a separate one for each direction; for \(N=2\) there is a single dark state and both equal \(s/2\).

In this model an exact polariton has equal amplitudes on all molecules, because it is orthogonal to every dark state. If rate factors are used to test whether some other set of amplitudes \(a\) has equal weights, the choice of test basis matters. For \(N=4\), three orthonormal dark vectors can be built from amplitudes \(\pm\tfrac12\). Each of them gives \(R=\tfrac14\sum_i|a_i|^2\) for any \(a\), so equal rate factors in that basis say nothing about uniformity. The converse accordingly asks for equality over all normalised dark vectors.

## From completeness to the rate factors

Write \(u_i=1/\sqrt N\) for the normalised uniform vector. Each dark vector is orthogonal to \(u\), so \(u,d_1,\dots,d_{N-1}\) are \(N\) orthonormal vectors in \(\mathbb{C}^N\). Take them as the rows of a square matrix \(U\). Orthonormality says \(UU^\dagger=1\), and for a square matrix this implies \(U^\dagger U=1\). The \((i,j)\) entry of the second equation is

\[
\frac1N+\sum_k d_{k,i}^*d_{k,j}=\delta_{ij},
\qquad\text{so}\qquad
\sum_k d_{k,i}^*d_{k,j}=\delta_{ij}-\frac1N .
\]

Setting \(i=j\) gives the site weight \(1-1/N\).

For the total rate factor, exchange the two finite sums:

\[
\sum_k R(d_k,a)=\sum_i|a_i|^2\sum_k|d_{k,i}|^2
=\Big(\sum_i|a_i|^2\Big)\Big(1-\frac1N\Big).
\]

If \(|a_i|^2=s/N\), then \(\sum_i|a_i|^2=s\), and the total is \(s(1-1/N)\). For a single dark state the constant weight comes out of the sum, and normalisation does the rest:

\[
R(d_k,a)=\frac sN\sum_i|d_{k,i}|^2=\frac sN .
\]

For the converse, choose two different molecules \(p\) and \(q\), and let \(f\) have amplitude \(c\) on \(p\), \(-c\) on \(q\) and zero elsewhere, with \(|c|^2=\tfrac12\). This vector is normalised and its amplitudes sum to zero, so the assumption gives

\[
\tfrac12\big(|a_p|^2+|a_q|^2\big)=r .
\]

Let \(i,j,k\) now be three different molecules. The pairs \((i,j)\), \((i,k)\) and \((j,k)\) each have total weight \(2r\). Adding the first two equations and subtracting the third leaves \(2|a_i|^2=2r\).

With two molecules the conclusion can fail. The only dark direction is then \((1,-1)/\sqrt2\), and \(a=(1,0)\) has rate factor \(\tfrac12\) with every normalised dark vector although its weights are 1 and 0.

## Dark bases and rate factors in Lean

The type `ι` labels the molecules and `κ` labels the dark states; both are finite, and `Fintype.card ι` is \(N\). The expression `d k i` is \(d_{k,i}\), with the state index first. In inner products, `star` conjugates the left vector, as in the usual bra-ket convention.

The structure `IsDarkBasis` collects the three conditions on the dark states: their number plus one equals \(N\), they are orthonormal, and the amplitudes of each sum to zero. The case \(N=1\) is allowed. There are then no dark states, and both sides of the sum rules vanish.

The function `a` holds only the molecular amplitudes of the polariton. Its photon amplitude does not appear, so `a` is not normalised to one. The hypothesis `ha` in `uniform_polariton_rates` fixes the weight on each molecule and leaves the phases free.

```lean
import Mathlib

open Finset

namespace PolaritonLocalBath

variable {ι κ : Type*} [Fintype ι] [Fintype κ] [DecidableEq ι] [DecidableEq κ]

/-- The local-bath rate factor `R(a,b) = ∑ |a_i|² |b_i|²` of two states with molecular
amplitudes `a` and `b`. -/
noncomputable def rateFactor (a b : ι → ℂ) : ℝ := ∑ i, ‖a i‖ ^ 2 * ‖b i‖ ^ 2

/-- A dark basis: `N - 1` orthonormal states on `N` molecules, each orthogonal to the
uniform vector. -/
structure IsDarkBasis (d : κ → ι → ℂ) : Prop where
  card_eq : Fintype.card κ + 1 = Fintype.card ι
  orthonormal : ∀ k l, ∑ i, star (d k i) * d l i = if k = l then 1 else 0
  sum_zero : ∀ k, ∑ i, d k i = 0

/-- Completeness: the dark states resolve the identity on the sites up to the projector on the
uniform vector; every entry of this projector is `1/N`. -/
theorem dark_completeness {d : κ → ι → ℂ} (h : IsDarkBasis d) (i j : ι) :
    ∑ k, star (d k i) * d k j = (if i = j then 1 else 0) - 1 / (Fintype.card ι : ℂ) := by
  have hN : (Fintype.card ι : ℂ) ≠ 0 := by
    have := h.card_eq
    exact Nat.cast_ne_zero.mpr (by omega)
  obtain ⟨e⟩ : Nonempty (ι ≃ Option κ) :=
    ⟨Fintype.equivOfCardEq (by rw [Fintype.card_option]; exact h.card_eq.symm)⟩
  -- adjoin the uniform vector to the dark states
  let A : Option κ → ι → ℂ := fun o m => o.elim 1 (fun k => d k m)
  let B : Option κ → ι → ℂ :=
    fun o m => o.elim (1 / (Fintype.card ι : ℂ)) (fun k => star (d k m))
  have hAB : ∀ o p, ∑ m, A o m * B p m = if o = p then 1 else 0 := by
    rintro (_ | k) (_ | l)
    · simp [A, B, hN]
    · change ∑ m, (1 : ℂ) * star (d l m) = _
      simp only [one_mul]
      rw [← star_sum, h.sum_zero, star_zero]
      simp
    · change ∑ m, d k m * (1 / (Fintype.card ι : ℂ)) = _
      rw [← Finset.sum_mul, h.sum_zero]
      simp
    · change ∑ m, d k m * star (d l m) = _
      rw [Finset.sum_congr rfl (fun m _ => mul_comm (d k m) (star (d l m))),
        h.orthonormal l k]
      by_cases hkl : k = l
      · simp [hkl]
      · simp [hkl, Ne.symm hkl]
  have hM : (Matrix.of fun p m => A (e p) m) * (Matrix.of fun m p => B (e p) m) =
      (1 : Matrix ι ι ℂ) := by
    ext p q
    rw [Matrix.mul_apply, Matrix.one_apply]
    simp only [Matrix.of_apply]
    rw [hAB]
    simp
  -- a one-sided inverse of a square matrix is two-sided
  have hM' := mul_eq_one_comm.mp hM
  have h2 := congrArg (fun M : Matrix ι ι ℂ => M i j) hM'
  simp only [Matrix.mul_apply, Matrix.one_apply, Matrix.of_apply] at h2
  rw [Equiv.sum_comp e (fun o => B o i * A o j), Fintype.sum_option] at h2
  change 1 / (Fintype.card ι : ℂ) * 1 + ∑ k, star (d k i) * d k j = _ at h2
  linear_combination h2

/-- The dark states of any dark basis have total weight `1 - 1/N` on each molecule. -/
theorem dark_site_weight {d : κ → ι → ℂ} (h : IsDarkBasis d) (i : ι) :
    ∑ k, ‖d k i‖ ^ 2 = 1 - 1 / (Fintype.card ι : ℝ) := by
  have e : ∀ z : ℂ, star z * z = (‖z‖ : ℂ) ^ 2 := fun z => Complex.conj_mul' z
  have h1 := dark_completeness h i i
  rw [if_pos rfl] at h1
  simp only [e] at h1
  apply Complex.ofReal_injective
  push_cast
  exact h1

/-- The rate factors between all states of a dark basis and a state with arbitrary molecular
amplitudes `a` add up to the molecular weight of `a` times `1 - 1/N`. -/
theorem total_rateFactor {d : κ → ι → ℂ} (h : IsDarkBasis d) (a : ι → ℂ) :
    ∑ k, rateFactor (d k) a = (∑ i, ‖a i‖ ^ 2) * (1 - 1 / (Fintype.card ι : ℝ)) := by
  unfold rateFactor
  -- sum over the dark states first, at fixed site
  rw [Finset.sum_comm, Finset.sum_mul]
  refine Finset.sum_congr rfl fun i _ => ?_
  rw [← Finset.sum_mul, dark_site_weight h i, mul_comm]

/-- For a polariton with weight `s/N` on each of the `N` molecules, every state of any dark
basis has rate factor `s/N`, and the total over the basis is `s (1 - 1/N)`. -/
theorem uniform_polariton_rates {d : κ → ι → ℂ} (h : IsDarkBasis d) {a : ι → ℂ} {s : ℝ}
    (ha : ∀ i, ‖a i‖ ^ 2 = s / Fintype.card ι) :
    (∀ k, rateFactor (d k) a = s / Fintype.card ι) ∧
      ∑ k, rateFactor (d k) a = s * (1 - 1 / (Fintype.card ι : ℝ)) := by
  have hN : (Fintype.card ι : ℝ) ≠ 0 := by
    have := h.card_eq
    exact Nat.cast_ne_zero.mpr (by omega)
  constructor
  · intro k
    have e : ∀ z : ℂ, star z * z = (‖z‖ : ℂ) ^ 2 := fun z => Complex.conj_mul' z
    -- each dark state is normalized
    have hk : ∑ i, ‖d k i‖ ^ 2 = 1 := by
      have h1 := h.orthonormal k k
      rw [if_pos rfl] at h1
      simp only [e] at h1
      apply Complex.ofReal_injective
      push_cast
      exact h1
    simp only [rateFactor, ha]
    rw [← Finset.sum_mul, hk, one_mul]
  · have hs : ∑ i, ‖a i‖ ^ 2 = s := by
      simp only [ha, Finset.sum_const, Finset.card_univ, nsmul_eq_mul]
      field_simp
    rw [total_rateFactor h a, hs]

/-- Converse for at least three molecules: if all normalized states orthogonal to the uniform
vector have the same rate factor `r` with `a`, then `a` has weight `r` on every molecule. -/
theorem uniform_of_equal_rates (hN : 3 ≤ Fintype.card ι) {a : ι → ℂ} {r : ℝ}
    (h : ∀ f : ι → ℂ, ∑ i, ‖f i‖ ^ 2 = 1 → ∑ i, f i = 0 → rateFactor f a = r) (i : ι) :
    ‖a i‖ ^ 2 = r := by
  obtain ⟨c, hc⟩ : ∃ c : ℂ, ‖c‖ ^ 2 = 1 / 2 :=
    ⟨⟨1 / 2, 1 / 2⟩, by rw [Complex.sq_norm, Complex.normSq_apply]; norm_num⟩
  -- test with the antisymmetric state on two molecules
  have pair : ∀ p q : ι, p ≠ q → ‖a p‖ ^ 2 + ‖a q‖ ^ 2 = 2 * r := by
    intro p q hpq
    obtain ⟨f, hf⟩ : ∃ f : ι → ℂ, ∀ m, f m =
        (if m = p then c else 0) - (if m = q then c else 0) := ⟨_, fun _ => rfl⟩
    have hn : ∀ m, ‖f m‖ ^ 2 =
        (if m = p then (1 / 2 : ℝ) else 0) + (if m = q then (1 / 2 : ℝ) else 0) := by
      intro m
      rw [hf]
      by_cases h1 : m = p
      · simp [h1, hpq, hc]
      · by_cases h2 : m = q
        · simp [h2, Ne.symm hpq, hc]
        · simp [h1, h2]
    have h3 := h f
      (by
        simp only [hn, Finset.sum_add_distrib, Finset.sum_ite_eq', Finset.mem_univ, if_true]
        norm_num)
      (by simp [hf, Finset.sum_sub_distrib])
    simp only [rateFactor, hn, add_mul, ite_mul, zero_mul, Finset.sum_add_distrib,
      Finset.sum_ite_eq', Finset.mem_univ, if_true] at h3
    linarith
  have ex : ∀ t : Finset ι, t.card < 3 → ∃ x, x ∉ t := by
    intro t ht
    by_contra hx
    have hu : t = Finset.univ :=
      Finset.eq_univ_iff_forall.mpr fun x => by_contra fun hxt => hx ⟨x, hxt⟩
    rw [hu, Finset.card_univ] at ht
    omega
  -- three pairs of molecules fix the three weights
  obtain ⟨j, hj⟩ := ex {i} (by simp)
  obtain ⟨k, hk⟩ := ex {i, j} (lt_of_le_of_lt Finset.card_le_two (by norm_num))
  simp only [Finset.mem_singleton] at hj
  simp only [Finset.mem_insert, Finset.mem_singleton, not_or] at hk
  linarith [pair i j (Ne.symm hj), pair i k (Ne.symm hk.1), pair j k (Ne.symm hk.2)]

/-- Three states on four molecules with amplitudes `±1/2`, two of each sign. -/
noncomputable def fourSiteDark : Fin 3 → Fin 4 → ℂ :=
  ![![1/2, 1/2, -1/2, -1/2], ![1/2, -1/2, 1/2, -1/2], ![1/2, -1/2, -1/2, 1/2]]

/-- The three sign patterns form a dark basis on four molecules, and the amplitude `(1 + i)/4`
has the weight `s/N` with `s = 1/2` and `N = 4`. -/
theorem darkBasis_witness :
    IsDarkBasis fourSiteDark ∧
    ‖(⟨1/4, 1/4⟩ : ℂ)‖ ^ 2 = (1/2) / (Fintype.card (Fin 4) : ℝ) := by
  -- all amplitudes are real
  have hr : ∀ k i, star (fourSiteDark k i) = fourSiteDark k i := fun k i =>
    Complex.conj_eq_iff_im.mpr (by fin_cases k <;> fin_cases i <;> simp [fourSiteDark])
  refine ⟨⟨by simp, ?_, ?_⟩, ?_⟩
  · intro k l
    simp only [hr]
    fin_cases k <;> fin_cases l <;> simp [fourSiteDark, Fin.sum_univ_four] <;> norm_num
  · intro k
    fin_cases k <;> simp [fourSiteDark, Fin.sum_univ_four] <;> norm_num
  · rw [Complex.sq_norm, Complex.normSq_apply, Fintype.card_fin]
    norm_num

end PolaritonLocalBath
```

```lean
#print axioms PolaritonLocalBath.uniform_polariton_rates
#print axioms PolaritonLocalBath.uniform_of_equal_rates
```

```
'PolaritonLocalBath.uniform_polariton_rates' depends on axioms: [propext, Classical.choice, Quot.sound]
'PolaritonLocalBath.uniform_of_equal_rates' depends on axioms: [propext, Classical.choice, Quot.sound]
```

## Matrix inversion, exchanged sums and two-site vectors in the proofs

`dark_completeness` carries out the matrix argument. The index type `Option κ` adds one label to the dark states, and the equivalence `e` matches the enlarged set with the molecules, which makes the matrices square. In place of \(1/\sqrt N\) in both factors, the extra vector has entries 1 in `A` and \(1/N\) in `B`, so no square root is needed. The four cases of `hAB` are the products uniform–uniform, uniform–dark, dark–uniform and dark–dark. The step `mul_eq_one_comm` turns the one-sided inverse into a two-sided one, and the \((i,j)\) entry of the result is the completeness relation.

`dark_site_weight` takes the diagonal entry and passes from complex to real numbers. `total_rateFactor` exchanges the sums with `Finset.sum_comm` and inserts the site weight. `uniform_polariton_rates` obtains the individual factors from the normalisation of each dark state, and the total from the preceding theorem.

In `uniform_of_equal_rates`, the amplitude `c` is \((1+i)/2\), with \(i\) here the imaginary unit, which has squared modulus \(\tfrac12\). The statement `pair` is the two-site equation, `ex` supplies further molecules because \(N\ge3\), and the final `linarith` solves the three equations for one weight.

`darkBasis_witness` shows that the conditions can be met. It verifies the \(\pm\tfrac12\) basis on four molecules and the amplitude \((1+i)/4\), whose squared modulus is \(\tfrac18\), that is, \(s/N\) with \(s=\tfrac12\). With that amplitude on all four molecules, a code should return \(\tfrac18\) for each dark state and \(\tfrac38\) in total.

## From a rate factor to a transfer rate

The theorems guarantee the identities for every finite \(N\) they admit and for every basis that satisfies `IsDarkBasis`. They concern exact complex numbers and give no bound on rounding errors.

The step from \(R\) to a physical rate is an assumption of the relaxation model. In second-order perturbation theory, with a bath on each molecule that couples to its excited-state population, the rate from \(a\) to \(b\) is a bath function at the transition frequency times \(R(a,b)\), provided that the baths are identical and uncorrelated. Correlated baths add cross terms between molecules, and different baths put a different weight on each term of the sum. Neither case is described by \(R\) alone.

The dark states are also taken as given: no Hamiltonian appears in the file, and orthogonality to the uniform vector stands for equal coupling of all molecules to the mode. If the couplings differ only in phase, the phases can be absorbed into the site states without changing \(R\). If their magnitudes differ, the dark states are orthogonal to the coupling vector instead, and the site weights are no longer all \(1-1/N\).

The formula for the total holds for an arbitrary profile \(a\), but the dark states in it remain orthogonal to the uniform vector. It therefore does not describe a sample in which disorder changes the dark eigenstates as well. With disorder in the molecular energies and \(N\ge3\), the dark states also lose their common energy, and a bath function that varies with frequency can in general no longer be taken out of the sum over \(k\).

Finally, the identities concern population transfer. Whether coherences between degenerate dark states may be neglected is a separate question for the relaxation model.
